# A differentiable displacement on ℝⁿ has zero linearized strain everywhere exactly when it is a translation plus a constant skew-symmetric matrix applied to position

## Displacement gradient and strain

A material point at \(x\in\mathbb R^n\) moves to \(x+u(x)\), where \(u:\mathbb R^n\to\mathbb R^n\) is the displacement. Points and displacements both have the Lean type `Fin n → ℝ`, a list of \(n\) Cartesian components numbered from 0. The dot product is written `⬝ᵥ`, and a matrix applied to a vector is written `*ᵥ`.

```lean
import Mathlib

open Matrix

namespace InfinitesimalRigidity

noncomputable section
```

The displacement gradient is the matrix

\[ G_{ij}(x)=\frac{\partial u_i}{\partial x_j}(x), \]

with the component of \(u\) as the row index and the direction of differentiation as the column index. Let \(e_j\) be the \(j\)-th Cartesian unit vector, `Pi.single j 1` in Lean. Then \(G_{ij}\) is the \(i\)-th component of the derivative of \(u\) in the direction \(e_j\).

```lean
/-- The displacement gradient at `x`: the matrix with entries `∂u_i/∂x_j` if `u` is differentiable
at `x`, and the zero matrix otherwise. -/
def dispGrad {n : ℕ} (u : (Fin n → ℝ) → (Fin n → ℝ)) (x : Fin n → ℝ) :
    Matrix (Fin n) (Fin n) ℝ :=
  Matrix.of fun i j => fderiv ℝ u x (Pi.single j 1) i
```

The linearized strain is the symmetric part of the gradient,

\[ \varepsilon_{ij}=\tfrac12\left(\frac{\partial u_i}{\partial x_j}+\frac{\partial u_j}{\partial x_i}\right). \]

The condition \(\partial_i u_j+\partial_j u_i=0\) for all \(i,j\) is therefore the same as \(\varepsilon=0\).

```lean
/-- The linearized strain at `x`: the symmetric part of the displacement gradient. -/
def strain {n : ℕ} (u : (Fin n → ℝ) → (Fin n → ℝ)) (x : Fin n → ℝ) :
    Matrix (Fin n) (Fin n) ℝ :=
  (1 / 2 : ℝ) • (dispGrad u x + (dispGrad u x)ᵀ)
```

Mathlib assigns the derivative zero wherever a function is not differentiable, so `strain u x` has its physical meaning only where `u` is differentiable. The theorems about strain-free fields carry the hypothesis `Differentiable ℝ u`, which ensures this at every point. Continuity of the derivative is not required, and a twice continuously differentiable displacement is a special case.

## Stretching along a direction

Write \(Du(x)h\) for the derivative of \(u\) at \(x\) in the direction \(h=\sum_j h_j e_j\). Since the derivative is linear in the direction,

\[ (Du(x)h)_i=\sum_j h_j\,\frac{\partial u_i}{\partial x_j}(x)=(G(x)h)_i . \]

```lean
/-- The derivative of the displacement in the direction `h` is the displacement gradient
applied to `h`. -/
theorem fderiv_eq_dispGrad_mulVec {n : ℕ} (u : (Fin n → ℝ) → (Fin n → ℝ))
    (x h : Fin n → ℝ) : fderiv ℝ u x h = dispGrad u x *ᵥ h := by
  -- expand the direction in the Cartesian basis
  have hh : h = ∑ j, h j • (Pi.single j (1 : ℝ) : Fin n → ℝ) := by
    ext i
    simp [Finset.sum_apply, Pi.single_apply]
  ext i
  conv_lhs => rw [hh]
  simp only [map_sum, map_smul, Finset.sum_apply, Pi.smul_apply, smul_eq_mul,
    Matrix.mulVec, dotProduct, dispGrad, Matrix.of_apply]
  exact Finset.sum_congr rfl fun j _ => mul_comm _ _
```

The auxiliary statement `hh` is the expansion of \(h\) in the basis, and the `simp only` call moves the derivative through the sum.

Next take the component of this derivative along \(h\) itself. A quadratic form does not distinguish a matrix from its transpose, because \(h\cdot G^{T}h=(Gh)\cdot h=h\cdot Gh\). Hence

\[ h\cdot Du(x)h=h\cdot Gh=\tfrac12\,h\cdot(G+G^{T})h=h\cdot\varepsilon(x)h . \]

For a unit vector \(h\) this is the first-order relative elongation of a short material line along \(h\).

```lean
/-- The component along `h` of the directional derivative of `u` in the direction `h` is the
quadratic form of the strain at `h`. -/
theorem dotProduct_fderiv_eq_strain {n : ℕ} (u : (Fin n → ℝ) → (Fin n → ℝ))
    (x h : Fin n → ℝ) : h ⬝ᵥ fderiv ℝ u x h = h ⬝ᵥ (strain u x *ᵥ h) := by
  have ht : h ⬝ᵥ ((dispGrad u x)ᵀ *ᵥ h) = h ⬝ᵥ (dispGrad u x *ᵥ h) := by
    rw [Matrix.mulVec_transpose, dotProduct_comm, Matrix.dotProduct_mulVec]
  rw [fderiv_eq_dispGrad_mulVec, strain, Matrix.smul_mulVec, Matrix.add_mulVec,
    dotProduct_smul, dotProduct_add, ht, smul_eq_mul]
  ring
```

Here `ht` is the equality of the two quadratic forms, and `ring` combines the two halves.

## No strain, no longitudinal relative displacement

Suppose \(\varepsilon=0\) everywhere. Fix two points \(x,y\), and follow the displacement component along \(x-y\) on the segment from \(y\) to \(x\):

\[ f(t)=(x-y)\cdot u\bigl(y+t(x-y)\bigr). \]

By the chain rule and the previous identity with \(h=x-y\),

\[ f'(t)=h\cdot Du(y+th)\,h=h\cdot\varepsilon(y+th)\,h=0 . \]

So \(f\) is constant, and \(f(1)=f(0)\) says

\[ (x-y)\cdot\bigl(u(x)-u(y)\bigr)=0 . \]

To first order in the displacement, the distance between any two points is unchanged, however far apart they are.

```lean
/-- In a strain-free displacement field the relative displacement of any two points is
perpendicular to the line joining them. -/
theorem relative_displacement_perp {n : ℕ} {u : (Fin n → ℝ) → (Fin n → ℝ)}
    (hu : Differentiable ℝ u) (hs : ∀ x, strain u x = 0) (x y : Fin n → ℝ) :
    (x - y) ⬝ᵥ (u x - u y) = 0 := by
  -- the longitudinal displacement has zero derivative along the segment from y to x
  have key : ∀ t : ℝ,
      HasDerivAt (fun s : ℝ => (x - y) ⬝ᵥ u (y + s • (x - y))) 0 t := by
    intro t
    have line : HasDerivAt (fun s : ℝ => y + s • (x - y)) (x - y) t := by
      simpa using ((hasDerivAt_id' t).smul_const (x - y)).const_add y
    have hi := hasDerivAt_pi.1
      ((hu (y + t • (x - y))).hasFDerivAt.comp_hasDerivAt t line)
    have h0 : (x - y) ⬝ᵥ fderiv ℝ u (y + t • (x - y)) (x - y) = 0 := by
      rw [dotProduct_fderiv_eq_strain, hs, Matrix.zero_mulVec, dotProduct_zero]
    rw [← h0]
    simp only [dotProduct]
    exact HasDerivAt.fun_sum fun i _ => (hi i).const_mul ((x - y) i)
  have h10 := is_const_of_deriv_eq_zero (fun t => (key t).differentiableAt)
    (fun t => (key t).deriv) 1 0
  simp only [one_smul, zero_smul, add_zero, add_sub_cancel] at h10
  rw [dotProduct_sub, h10, sub_self]
```

The statement `key` is \(f'(t)=0\). It is assembled from the derivative of the straight line (`line`), the chain rule in components (`hi`) and the vanishing strain (`h0`). The lemma `is_const_of_deriv_eq_zero` then compares \(t=1\) with \(t=0\). Only first derivatives of \(u\) enter; the familiar derivation that differentiates the strain once more needs second derivatives.

## From pairs of points to a skew matrix

The rest is algebra. Set \(v(x)=u(x)-u(0)\), so that \(v(0)=0\) and

\[ (x-y)\cdot(v(x)-v(y))=0 . \]

The pairs \((x,0)\) and \((y,0)\) give \(x\cdot v(x)=0\) and \(y\cdot v(y)=0\). Expanding the product for the pair \((x,y)\) leaves

\[ x\cdot v(y)+y\cdot v(x)=0 . \]

Now put \(e_i\) in place of the first point and \(x\) in place of the second:

\[ v_i(x)=-\,x\cdot v(e_i)=\sum_j W_{ij}x_j,\qquad W_{ij}=-v_j(e_i). \]

This shows that \(v\) is linear, although linearity was never assumed. Choosing \(x=e_j\) gives \(v_i(e_j)=-v_j(e_i)\), which is \(W_{ji}=-W_{ij}\). With \(a=u(0)\), the displacement is \(u(x)=a+Wx\).

```lean
/-- If all relative displacements are perpendicular to the separations, the displacement is a
translation plus a constant skew-symmetric matrix applied to the position. -/
theorem rigid_of_perp {n : ℕ} {u : (Fin n → ℝ) → (Fin n → ℝ)}
    (h : ∀ x y, (x - y) ⬝ᵥ (u x - u y) = 0) :
    ∃ (a : Fin n → ℝ) (W : Matrix (Fin n) (Fin n) ℝ),
      Wᵀ = -W ∧ ∀ x, u x = a + W *ᵥ x := by
  -- polarization about the origin
  have polar : ∀ x y, x ⬝ᵥ (u y - u 0) + y ⬝ᵥ (u x - u 0) = 0 := by
    intro x y
    have h1 := h x y
    have h2 := h x 0
    have h3 := h y 0
    simp only [sub_dotProduct, dotProduct_sub, sub_zero] at h1 h2 h3 ⊢
    linarith
  -- test with a basis vector to read off a component
  have hp : ∀ i x, (u x - u 0) i + x ⬝ᵥ (u (Pi.single i 1) - u 0) = 0 := by
    intro i x
    have := polar (Pi.single i 1) x
    rwa [single_dotProduct, one_mul] at this
  refine ⟨u 0, Matrix.of fun i j => -(u (Pi.single i 1) - u 0) j, ?_, ?_⟩
  · ext i j
    have := hp i (Pi.single j 1)
    rw [single_dotProduct, one_mul] at this
    simp only [Matrix.transpose_apply, Matrix.neg_apply, Matrix.of_apply]
    linarith
  · intro x
    ext i
    have hx := hp i x
    have e : ((Matrix.of fun i j => -(u (Pi.single i 1) - u 0) j) *ᵥ x) i
        = -(x ⬝ᵥ (u (Pi.single i 1) - u 0)) := by
      simp only [Matrix.mulVec, dotProduct, Matrix.of_apply, ← Finset.sum_neg_distrib]
      exact Finset.sum_congr rfl fun j _ => by ring
    rw [Pi.add_apply, e]
    rw [Pi.sub_apply] at hx
    linarith
```

This lemma has no differentiability hypothesis: the perpendicularity relation alone fixes the form of \(u\). In the proof, `polar` is the identity in two points and `hp` is its version with a basis vector. The `refine` line supplies \(a\) and \(W\) as above, leaving skewness and the formula for \(u\) as the two remaining goals.

## The converse and the equivalence

For any constant matrix \(W\), skew or not, the field \(a+Wx\) has gradient

\[ \frac{\partial}{\partial x_j}\Bigl(a_i+\sum_k W_{ik}x_k\Bigr)=W_{ij}. \]

```lean
/-- The homogeneous displacement `a + W x` has displacement gradient `W` at every point. -/
theorem dispGrad_affine {n : ℕ} (a : Fin n → ℝ) (W : Matrix (Fin n) (Fin n) ℝ)
    (x : Fin n → ℝ) : dispGrad (fun y => a + W *ᵥ y) x = W := by
  have h : HasFDerivAt (fun y => a + W *ᵥ y)
      (LinearMap.toContinuousLinearMap W.mulVecLin) x :=
    (LinearMap.toContinuousLinearMap W.mulVecLin).hasFDerivAt.const_add a
  ext i j
  simp only [dispGrad, Matrix.of_apply, h.fderiv]
  change (W *ᵥ Pi.single j 1) i = W i j
  simp
```

If \(W\) is skew-symmetric, its strain is \(\tfrac12(W+W^{T})=0\). Together with the two preceding sections this gives

\[ \varepsilon(x)=0\ \text{for all }x\iff u(x)=a+Wx\ \text{with}\ W^{T}=-W . \]

```lean
/-- A differentiable displacement field has zero linearized strain everywhere if and only if
it is `a + W x` with a constant vector `a` and a constant skew-symmetric matrix `W`. -/
theorem strain_eq_zero_iff_rigid {n : ℕ} {u : (Fin n → ℝ) → (Fin n → ℝ)}
    (hu : Differentiable ℝ u) :
    (∀ x, strain u x = 0) ↔
      ∃ (a : Fin n → ℝ) (W : Matrix (Fin n) (Fin n) ℝ),
        Wᵀ = -W ∧ ∀ x, u x = a + W *ᵥ x := by
  constructor
  · intro hs
    exact rigid_of_perp (relative_displacement_perp hu hs)
  · rintro ⟨a, W, hW, h⟩ x
    obtain rfl : u = fun y => a + W *ᵥ y := funext h
    rw [strain, dispGrad_affine, hW, add_neg_cancel, smul_zero]
```

In the statement, `Wᵀ = -W` expresses skewness. Both `a` and `W` are chosen before `∀ x`, which makes them constants. For \(n=1\) the only skew matrix is zero, and the displacement is a pure translation.

The field \(a+Wx\) is an infinitesimal rigid motion, not a finite rotation. A rotation of the plane by an angle \(\theta\) has \(u(x)=(R-I)x\), where \(R\) is the rotation matrix and \(I\) the identity, and its linearized strain is \((\cos\theta-1)I\). At \(\theta=0.1\) rad, a code that uses this strain measure reports a contraction of about 0.5 % in a body that has only been turned. Finite strain measures are built to remove this error.

## Displacements with the same strain

Strain is linear in the displacement, so \(\varepsilon[u-w]=\varepsilon[u]-\varepsilon[w]\). Applying the equivalence to \(u-w\) shows that two differentiable fields have the same strain everywhere exactly when

\[ u(x)=w(x)+a+Wx,\qquad W^{T}=-W . \]

```lean
/-- Two differentiable displacement fields have the same strain field if and only if they
differ by a translation plus a constant skew-symmetric matrix applied to the position. -/
theorem strain_eq_iff {n : ℕ} {u w : (Fin n → ℝ) → (Fin n → ℝ)}
    (hu : Differentiable ℝ u) (hw : Differentiable ℝ w) :
    (∀ x, strain u x = strain w x) ↔
      ∃ (a : Fin n → ℝ) (W : Matrix (Fin n) (Fin n) ℝ),
        Wᵀ = -W ∧ ∀ x, u x = w x + (a + W *ᵥ x) := by
  -- the strain of a difference is the difference of the strains
  have key : ∀ x, strain (fun y => u y - w y) x = strain u x - strain w x := by
    intro x
    ext i j
    simp only [strain, dispGrad, fderiv_fun_sub (hu x) (hw x), Matrix.smul_apply,
      Matrix.add_apply, Matrix.transpose_apply, Matrix.sub_apply, Matrix.of_apply,
      smul_eq_mul, _root_.sub_apply, Pi.sub_apply]
    ring
  have main := strain_eq_zero_iff_rigid (u := fun y => u y - w y)
    (fun x => (hu x).sub (hw x))
  simp only [key, sub_eq_iff_eq_add', add_zero] at main
  exact main
```

The statement `key` is the identity for the strain of a difference, and `main` is the previous theorem for \(u-w\). A given strain field therefore leaves \(a\) and \(W\) undetermined, and singling out one displacement takes \(n+n(n-1)/2\) further numbers.

## Three dimensions: the rotation vector

A skew \(3\times3\) matrix has zero diagonal and three independent entries. With indices 0, 1, 2, collect them in

\[ \omega=(W_{21},\,W_{02},\,W_{10}). \]

The first component of the cross product is then

\[ (\omega\times x)_0=\omega_1x_2-\omega_2x_1=W_{02}x_2-W_{10}x_1=W_{02}x_2+W_{01}x_1=(Wx)_0, \]

and likewise

\[ (\omega\times x)_1=W_{10}x_0-W_{21}x_2=(Wx)_1,\qquad (\omega\times x)_2=W_{21}x_1-W_{02}x_0=(Wx)_2 . \]

A strain-free displacement is thus \(u(x)=a+\omega\times x\).

```lean
/-- In three dimensions a strain-free differentiable displacement is a translation plus the
cross product of a constant vector `ω` with the position. -/
theorem strain_free_three_dim {u : (Fin 3 → ℝ) → (Fin 3 → ℝ)}
    (hu : Differentiable ℝ u) (hs : ∀ x, strain u x = 0) :
    ∃ a ω : Fin 3 → ℝ, ∀ x, u x = a + crossProduct ω x := by
  obtain ⟨a, W, hW, h⟩ := (strain_eq_zero_iff_rigid hu).1 hs
  have sk : ∀ i j, W j i = -W i j := fun i j => congrFun (congrFun hW i) j
  have h00 : W 0 0 = 0 := by linarith [sk 0 0]
  have h11 : W 1 1 = 0 := by linarith [sk 1 1]
  have h22 : W 2 2 = 0 := by linarith [sk 2 2]
  -- the axial vector collects the three independent entries of W
  refine ⟨a, ![W 2 1, W 0 2, W 1 0], fun x => ?_⟩
  rw [h x]
  congr 1
  rw [cross_apply]
  ext i
  fin_cases i <;>
    simp [Matrix.mulVec, dotProduct, Fin.sum_univ_three, h00, h11, h22,
      sk 1 0, sk 2 1, sk 0 2] <;>
    ring

end

end InfinitesimalRigidity
```

The proof extracts the zero diagonal from skewness (`h00`, `h11`, `h22`), and `fin_cases` checks the three components one by one.

```lean
#print axioms InfinitesimalRigidity.strain_eq_zero_iff_rigid
#print axioms InfinitesimalRigidity.strain_eq_iff
#print axioms InfinitesimalRigidity.strain_free_three_dim
```

```
'InfinitesimalRigidity.strain_eq_zero_iff_rigid' depends on axioms: [propext, Classical.choice, Quot.sound]
'InfinitesimalRigidity.strain_eq_iff' depends on axioms: [propext, Classical.choice, Quot.sound]
'InfinitesimalRigidity.strain_free_three_dim' depends on axioms: [propext, Classical.choice, Quot.sound]
```

## Rigid modes in a finite-element calculation

In small-strain elasticity, the three components of \(a\) and the three of \(\omega\) are the amplitudes of the zero-energy modes of an unsupported, connected three-dimensional body. These modes make the stiffness matrix singular, and a static calculation can deal with them by constraining them or projecting them out. A simple test of a solid element whose only unknowns are nodal displacements is to set the nodal displacements to \(a+\omega\times x\) and confirm that the computed strain vanishes to rounding error.

The theorems concern fields on all of \(\mathbb R^n\), whereas a simulated body is finite. There connectedness matters: a body in two separate pieces can move each piece with its own \(a\) and \(\omega\) without strain. Two solid pieces that meet only at a point or along a straight edge do not count as connected here, because they can still rotate relative to each other about that point or edge without strain.
